# A lower bound for $\operatorname{tr}[(3P^2-2P^3)(H-\mu)]$ when the spectrum of $P$ lies in $[-\tfrac12,\tfrac32]$

Take a real symmetric one-particle Hamiltonian matrix $H$ and a chemical potential $\mu$, and try to find the ground state by lowering $\operatorname{tr}[P(H-\mu)]$ over real symmetric trial density matrices $P$. For a single level of energy $h\neq\mu$ and occupation $p$ this is $p(h-\mu)$, which has no minimum when $p$ ranges over all real numbers rather than over $[0,1]$. Replacing $P$ by the McWeeny polynomial $3P^2-2P^3$ still leaves $(3p^2-2p^3)(h-\mu)$, a cubic that falls without limit in one direction. A low value of such a functional therefore says nothing by itself: it may signal a good trial state or an unphysical occupation. What is needed is a region of trial matrices in which the functional has the ground-state value as a floor, and the condition that all eigenvalues of $P$ lie in $[-\tfrac12,\tfrac32]$ defines such a region. For non-interacting electrons with a fixed $H$ in a finite orthonormal basis, the bound makes the functional variational in that region, so that no trial matrix there gives a value below the ground-state grand potential.

## The functional and its floor

Basis functions are labelled by the elements $i$ of a finite set `n`, and every matrix is real and square over these labels. The set may have a single element. It may also be empty, and then all traces and sums are zero.

```lean
import Mathlib

open Matrix

namespace DensityMatrixFunctional

noncomputable section

variable {n : Type*} [Fintype n] [DecidableEq n]
```

The purified matrix of a trial matrix $P$ is $K=3P^2-2P^3$.

```lean
/-- The McWeeny-purified density matrix `3P² - 2P³` of a trial matrix `P`. -/
def mcWeeny (P : Matrix n n ℝ) : Matrix n n ℝ := (3 : ℝ) • P ^ 2 - (2 : ℝ) • P ^ 3
```

The functional is $\Omega(P)=\operatorname{tr}[K(H-\mu)]$, where $H-\mu$ means $H-\mu 1$ with $1$ the unit matrix, written `H - μ • 1`. The real number $\mu$ is a free parameter: it stands for a particle reservoir that fills levels below it and empties levels above it, so the particle number is not constrained. There is no spin factor of two.

```lean
/-- The density-matrix functional `tr[(3P² - 2P³)(H - μ)]` at chemical potential `μ`. -/
def grandPotential (H : Matrix n n ℝ) (μ : ℝ) (P : Matrix n n ℝ) : ℝ :=
  trace (mcWeeny P * (H - μ • 1))
```

For real matrices `IsHermitian` means $A^{\mathsf T}=A$. Given a proof `hA` of symmetry, `hA.eigenvalues` assigns one eigenvalue $\varepsilon_i$ to each label $i$, so a degenerate eigenvalue occurs as often as its multiplicity. The floor is
$$S(A)=\sum_{i:\ \varepsilon_i<0}\varepsilon_i .$$
For $A=H-\mu$ the $\varepsilon_i$ are level energies measured from $\mu$, and $S(H-\mu)$ is the zero-temperature grand potential of independent fermions: the band energy minus $\mu$ times the number of levels below $\mu$.

```lean
/-- The sum, with multiplicity, of the negative eigenvalues of a real symmetric matrix. -/
def negEigSum {A : Matrix n n ℝ} (hA : A.IsHermitian) : ℝ :=
  ∑ i ∈ Finset.univ.filter (fun i => hA.eigenvalues i < 0), hA.eigenvalues i
```

## (a) Symmetry of the shifted Hamiltonian

> Show that $H-\mu$ is symmetric when $H$ is.

Transposition is linear and $1^{\mathsf T}=1$, so $(H-\mu1)^{\mathsf T}=H^{\mathsf T}-\mu 1=H-\mu 1$. The lemma supplies the symmetry proof that `negEigSum` takes as its argument, which is why the floor appears in the main statements as `negEigSum (shift_isHermitian hH μ)`.

```lean
omit [Fintype n] in
/-- The shifted Hamiltonian `H - μ` is symmetric when `H` is. -/
theorem shift_isHermitian {H : Matrix n n ℝ} (hH : H.IsHermitian) (μ : ℝ) :
    (H - μ • (1 : Matrix n n ℝ)).IsHermitian :=
  hH.sub (by
    unfold Matrix.IsHermitian
    rw [conjTranspose_smul, conjTranspose_one, star_trivial])
```

## (b) Orthogonal diagonalisation

> For symmetric $A$ with eigenvalues $\varepsilon_i$, find $U$ with $U^{\mathsf T}U=1$, $UU^{\mathsf T}=1$ and $A=U\operatorname{diag}(\varepsilon)U^{\mathsf T}$.

A real symmetric matrix has an orthonormal basis of eigenvectors $u_j$ with $Au_j=\varepsilon_ju_j$. Let $U$ have $u_j$ as column $j$. Orthonormality is $U^{\mathsf T}U=1$ and completeness is $UU^{\mathsf T}=1$. The eigenvalue equation in components,
$$(AU)_{ij}=\sum_kA_{ik}U_{kj}=U_{ij}\,\varepsilon_j,$$
says $AU=U\operatorname{diag}(\varepsilon)$. Multiplying from the right by $U^{\mathsf T}$ gives $A=AUU^{\mathsf T}=U\operatorname{diag}(\varepsilon)U^{\mathsf T}$.

The eigenbasis comes from Mathlib as `hA.eigenvectorUnitary`. The statements `h1` and `h2` are the two orthogonality relations, `h3` is the component equation, and the last line is the multiplication by $U^{\mathsf T}$.

```lean
/-- A real symmetric matrix is `U diag(ε) Uᵀ` with `U` orthogonal and `ε` its eigenvalues. -/
theorem spectral_form {A : Matrix n n ℝ} (hA : A.IsHermitian) :
    ∃ U : Matrix n n ℝ, Uᵀ * U = 1 ∧ U * Uᵀ = 1 ∧ A = U * diagonal hA.eigenvalues * Uᵀ := by
  have hs : star (hA.eigenvectorUnitary : Matrix n n ℝ)
      = (hA.eigenvectorUnitary : Matrix n n ℝ)ᵀ := conjTranspose_eq_transpose_of_trivial _
  have h1 := mem_unitaryGroup_iff'.mp hA.eigenvectorUnitary.2
  have h2 := mem_unitaryGroup_iff.mp hA.eigenvectorUnitary.2
  rw [hs] at h1 h2
  -- the columns of `U` are eigenvectors
  have h3 : A * (hA.eigenvectorUnitary : Matrix n n ℝ)
      = (hA.eigenvectorUnitary : Matrix n n ℝ) * diagonal hA.eigenvalues := by
    ext i j
    have h := congrFun (hA.mulVec_eigenvectorBasis j) i
    rw [mul_diagonal, Matrix.mul_apply]
    simpa [Matrix.mulVec, dotProduct, mul_comm] using h
  refine ⟨hA.eigenvectorUnitary, h1, h2, ?_⟩
  rw [← h3, mul_assoc, h2, mul_one]
```

## (c) Positivity of $c+eA$

> Let $A$ be symmetric and $c,e$ real with $c+e\varepsilon_i\ge0$ for every $i$. Show that $c1+eA$ is positive semidefinite.

A matrix $M$ is positive semidefinite, `PosSemidef`, written $M\ge0$, when it is symmetric and $x^{\mathsf T}Mx\ge0$ for all vectors $x$. By (b),
$$c1+eA=c\,UU^{\mathsf T}+e\,U\operatorname{diag}(\varepsilon)U^{\mathsf T}=U\operatorname{diag}(c+e\varepsilon)U^{\mathsf T}.$$
The right side is symmetric, and with $y=U^{\mathsf T}x$ its quadratic form is $\sum_i(c+e\varepsilon_i)y_i^2\ge0$.

In the code `hd` splits the diagonal matrix into its two terms, `hc` is the displayed identity, and `hp` is positivity of the diagonal matrix. The substitution $y=U^{\mathsf T}x$ is `mul_mul_conjTranspose_same`.

```lean
/-- If `c + e ε ≥ 0` for every eigenvalue `ε` of a symmetric `A`, then `c + e A` is positive
semidefinite. -/
theorem affine_posSemidef {A : Matrix n n ℝ} (hA : A.IsHermitian) (c e : ℝ)
    (h : ∀ i, 0 ≤ c + e * hA.eigenvalues i) :
    (c • (1 : Matrix n n ℝ) + e • A).PosSemidef := by
  obtain ⟨U, -, h2, h3⟩ := spectral_form hA
  have hd : diagonal (fun i => c + e * hA.eigenvalues i)
      = c • (1 : Matrix n n ℝ) + e • diagonal hA.eigenvalues := by
    ext i j
    by_cases hij : i = j <;> simp [hij, one_apply]
  have hc : c • (1 : Matrix n n ℝ) + e • A
      = U * diagonal (fun i => c + e * hA.eigenvalues i) * Uᴴ := by
    rw [hd, conjTranspose_eq_transpose_of_trivial, mul_add, add_mul, Matrix.mul_smul,
      Matrix.smul_mul, Matrix.mul_smul, Matrix.smul_mul, mul_one, h2, ← h3]
  have hp : (diagonal (fun i => c + e * hA.eigenvalues i)).PosSemidef :=
    posSemidef_diagonal_iff.mpr h
  rw [hc]
  exact hp.mul_mul_conjTranspose_same U
```

## (d) The spectral window gives $0\le K\le1$

> Let $P$ be symmetric with all eigenvalues in the closed interval $[-\tfrac12,\tfrac32]$. Show that $K\ge0$ and $1-K\ge0$.

Call the eigenvalues of $P$ $p_i$. From $p_i\le\tfrac32$ follows $3-2p_i\ge0$, and from $p_i\ge-\tfrac12$ follows $1+2p_i\ge0$. Part (c) applied to $P$, with $(c,e)=(3,-2)$ and $(1,2)$, gives $3-2P\ge0$ and $1+2P\ge0$. Two factorisations carry this over to $K$:
$$P(3-2P)P=3P^2-2P^3=K,$$
$$(1-P)(1+2P)(1-P)=(1+P-2P^2)(1-P)=1-3P^2+2P^3=1-K .$$
Both have the form $B^{\mathsf T}MB$ with $M\ge0$, since $B=P$ and $B=1-P$ are symmetric. Such a product is symmetric, and $x^{\mathsf T}B^{\mathsf T}MBx=(Bx)^{\mathsf T}M(Bx)\ge0$.

The window thus stands for the Pauli principle applied to the purified matrix: $P$ itself may overshoot the physical range $[0,1]$ by up to one half on either side, and $K$ still assigns every normalised orbital an occupation between zero and one.

The hypothesis reads `spectrum ℝ P ⊆ Set.Icc (-1 / 2) (3 / 2)`. The spectrum is the set of real $\lambda$ for which $\lambda1-P$ has no inverse, that is, the set of eigenvalues, and `hε` extracts the bounds on each $p_i$. Then `hu` and `hl` are the two uses of (c), `e1` and `e2` are the factorisations, closed by `module` after the products are expanded, and `conjTranspose_mul_mul_same` is the statement about $B^{\mathsf T}MB$.

```lean
/-- For symmetric `P` with spectrum in `[-1/2, 3/2]`, both the purified matrix `K` and `1 - K`
are positive semidefinite. -/
theorem mcWeeny_representable {P : Matrix n n ℝ} (hP : P.IsHermitian)
    (hs : spectrum ℝ P ⊆ Set.Icc (-1 / 2) (3 / 2)) :
    (mcWeeny P).PosSemidef ∧ (1 - mcWeeny P).PosSemidef := by
  have hε := fun i => hs (hP.eigenvalues_mem_spectrum_real i)
  have hu := affine_posSemidef hP 3 (-2) (fun i => by linarith [(hε i).2])
  have hl := affine_posSemidef hP 1 2 (fun i => by linarith [(hε i).1])
  -- `K = P (3 - 2P) P`
  have e1 : mcWeeny P = Pᴴ * ((3 : ℝ) • (1 : Matrix n n ℝ) + (-2 : ℝ) • P) * P := by
    rw [hP.eq]
    simp only [mcWeeny, mul_add, add_mul, Matrix.mul_smul, Matrix.smul_mul, mul_one,
      pow_two, pow_three, mul_assoc]
    module
  -- `1 - K = (1 - P) (1 + 2P) (1 - P)`
  have e2 : 1 - mcWeeny P
      = (1 - P)ᴴ * ((1 : ℝ) • (1 : Matrix n n ℝ) + (2 : ℝ) • P) * (1 - P) := by
    rw [conjTranspose_sub, conjTranspose_one, hP.eq]
    simp only [mcWeeny, mul_add, add_mul, mul_sub, sub_mul, Matrix.mul_smul, Matrix.smul_mul,
      mul_one, one_mul, pow_two, pow_three, mul_assoc]
    module
  constructor
  · rw [e1]
    exact hu.conjTranspose_mul_mul_same P
  · rw [e2]
    exact hl.conjTranspose_mul_mul_same (1 - P)
```

## (e) The trace as occupations times energies

> Let $A=U\operatorname{diag}(d)U^{\mathsf T}$ with real numbers $d_i$, and let $K$ be any matrix. Show that $\operatorname{tr}(KA)=\sum_i(U^{\mathsf T}KU)_{ii}\,d_i$.

The trace is cyclic, so the last factor can be moved to the front:
$$\operatorname{tr}[KU\operatorname{diag}(d)U^{\mathsf T}]=\operatorname{tr}[U^{\mathsf T}KU\operatorname{diag}(d)].$$
Multiplying by $\operatorname{diag}(d)$ from the right scales column $i$ by $d_i$, so the diagonal entry $i$ of the product is $(U^{\mathsf T}KU)_{ii}d_i$. Neither orthogonality of $U$ nor symmetry of $K$ is used. The two lines of the `calc` block are these two steps, the first by `trace_mul_comm`.

```lean
/-- If `A = U diag(d) Uᵀ`, then `tr(K A)` is the sum of the values `d i` weighted by the diagonal
entries `(Uᵀ K U) i i`. -/
theorem trace_eigenbasis {A U : Matrix n n ℝ} {d : n → ℝ} (h : A = U * diagonal d * Uᵀ)
    (K : Matrix n n ℝ) : trace (K * A) = ∑ i, (Uᵀ * K * U) i i * d i := by
  calc trace (K * A) = trace (Uᵀ * K * U * diagonal d) := by
        rw [h, ← mul_assoc, trace_mul_comm]
        simp only [mul_assoc]
    _ = ∑ i, (Uᵀ * K * U) i i * d i := by
        simp only [trace, diag_apply, mul_diagonal]
```

## (f) The floor for any $K$ between $0$ and $1$

> Let $A$ be symmetric, $K\ge0$ and $1-K\ge0$. Show that $\operatorname{tr}(KA)\ge S(A)$.

Take $U$ from (b) and set $k_i=(U^{\mathsf T}KU)_{ii}=u_i^{\mathsf T}Ku_i$, the occupation of eigenvector $u_i$. The matrices $U^{\mathsf T}KU$ and $U^{\mathsf T}(1-K)U=1-U^{\mathsf T}KU$ are positive semidefinite, with the equality using $U^{\mathsf T}U=1$. A diagonal entry of such a matrix is its quadratic form on a basis vector and so is not negative. Hence $k_i\ge0$ and $1-k_i\ge0$. By (e), $\operatorname{tr}(KA)=\sum_ik_i\varepsilon_i$, while $S(A)$ is a sum over all $i$ of $\varepsilon_i$ when $\varepsilon_i<0$ and of $0$ otherwise. The comparison goes term by term. If $\varepsilon_i<0$, then $k_i\varepsilon_i-\varepsilon_i=(1-k_i)(-\varepsilon_i)\ge0$. If $\varepsilon_i\ge0$, then $k_i\varepsilon_i\ge0$. No assumption that $K$ commutes with $A$ enters.

In the code `p0` and `p1` are the two rotated matrices and `q0`, `q1` the bounds on $k_i$. `Finset.sum_filter` rewrites $S(A)$ as a sum over all labels, `Finset.sum_le_sum` reduces the claim to one label, and `split_ifs` opens the two cases. In the first, `nlinarith` supplies the product $(1-k_i)(-\varepsilon_i)$.

```lean
/-- If `K` and `1 - K` are positive semidefinite and `A` is symmetric, then `tr(K A)` is at
least the sum of the negative eigenvalues of `A`. -/
theorem negEigSum_le_trace {A K : Matrix n n ℝ} (hA : A.IsHermitian) (hK : K.PosSemidef)
    (hK1 : (1 - K).PosSemidef) : negEigSum hA ≤ trace (K * A) := by
  obtain ⟨U, h1, -, h3⟩ := spectral_form hA
  have p0 := hK.conjTranspose_mul_mul_same U
  have p1 := hK1.conjTranspose_mul_mul_same U
  rw [conjTranspose_eq_transpose_of_trivial] at p0 p1
  rw [mul_sub, sub_mul, mul_one, h1] at p1
  rw [trace_eigenbasis h3 K, negEigSum, Finset.sum_filter]
  refine Finset.sum_le_sum fun i _ => ?_
  -- the occupation of level `i` lies in `[0, 1]`
  have q0 : 0 ≤ (Uᵀ * K * U) i i := p0.diag_nonneg
  have q1 : 0 ≤ (1 - Uᵀ * K * U) i i := p1.diag_nonneg
  rw [Matrix.sub_apply, one_apply_eq] at q1
  split_ifs with h
  · nlinarith
  · exact mul_nonneg q0 (not_lt.mp h)
```

## (g) The bound on the functional

> Let $H$ and $P$ be symmetric, $\mu$ real, and the spectrum of $P$ contained in $[-\tfrac12,\tfrac32]$. Show that $\Omega(P)\ge S(H-\mu)$.

By (a) the matrix $A=H-\mu$ is symmetric, and by (d) $K=3P^2-2P^3$ satisfies $0\le K\le1$. Part (f) then gives $S(H-\mu)\le\operatorname{tr}[K(H-\mu)]=\Omega(P)$. The Lean proof is this one application.

Read in words, `grandPotential_lower_bound` says: for every finite basis, every symmetric `H` and `P` and every real `μ`, if all eigenvalues of `P` lie in the closed window, then the sum with multiplicity of the negative eigenvalues of $H-\mu$ does not exceed the functional. There is no assumption of a gap at $\mu$, of idempotency of $P$, or of $P$ commuting with $H$.

The window `hs` is assumed and not derived: the theorem does not say that the iterates of a descent method stay inside it, or that they converge. $H$ does not depend on $P$, so self-consistent fields are not treated. The plain matrix products presuppose an orthonormal basis, with no overlap matrix, and complex Hermitian matrices and infinite dimension are not included.

```lean
/-- For symmetric `H` and symmetric `P` with spectrum in `[-1/2, 3/2]`, the functional
`tr[(3P² - 2P³)(H - μ)]` is at least the sum of the negative eigenvalues of `H - μ`. -/
theorem grandPotential_lower_bound {H P : Matrix n n ℝ} (hH : H.IsHermitian)
    (hP : P.IsHermitian) (μ : ℝ) (hs : spectrum ℝ P ⊆ Set.Icc (-1 / 2) (3 / 2)) :
    negEigSum (shift_isHermitian hH μ) ≤ grandPotential H μ P :=
  negEigSum_le_trace _ (mcWeeny_representable hP hs).1 (mcWeeny_representable hP hs).2
```

## (h) A projector that reaches the floor

> For symmetric $H$ and real $\mu$, construct a symmetric $P$ with $P^2=P$, spectrum in the window, and $\Omega(P)=S(H-\mu)$.

Diagonalise $H-\mu=U\operatorname{diag}(\varepsilon)U^{\mathsf T}$, put $\theta_i=1$ if $\varepsilon_i<0$ and $\theta_i=0$ otherwise, and let $D=\operatorname{diag}(\theta)$ and $P=UDU^{\mathsf T}$. Levels exactly at $\mu$ are left empty; they contribute zero at any occupation. Four facts are needed.

1. Symmetry: $P^{\mathsf T}=UD^{\mathsf T}U^{\mathsf T}=P$.
2. Idempotency: $\theta_i^2=\theta_i$ gives $D^2=D$, and $P^2=UD(U^{\mathsf T}U)DU^{\mathsf T}=UD^2U^{\mathsf T}=P$.
3. Spectrum: if $Pv=\lambda v$ with $v\neq0$, then $\lambda^2v=P^2v=Pv=\lambda v$, so $\lambda$ is $0$ or $1$, and both lie in the window.
4. Value: $P^2=P$ implies $P^3=P$ and $K=3P-2P=P$. Also $U^{\mathsf T}PU=(U^{\mathsf T}U)D(U^{\mathsf T}U)=D$, so (e) gives $\Omega(P)=\sum_i\theta_i\varepsilon_i=S(H-\mu)$.

In the code `hDD` and `hPP` make up the second fact, `hm` and `hc` the fourth, and `hi.spectrum_subset` is the third. The three bullets at the end prove symmetry, the window and the value in turn. Together with (g), the theorem makes $S(H-\mu)$ the minimum of $\Omega$ over symmetric matrices in the window. It states existence of a minimiser and says nothing on uniqueness, nor on whether a sparse or truncated $P$ can reach the floor.

```lean
/-- Some symmetric idempotent `P` with spectrum in `[-1/2, 3/2]` makes the functional equal to
the sum of the negative eigenvalues of `H - μ`. -/
theorem grandPotential_bound_attained {H : Matrix n n ℝ} (hH : H.IsHermitian) (μ : ℝ) :
    ∃ P : Matrix n n ℝ, P.IsHermitian ∧ P * P = P ∧
      spectrum ℝ P ⊆ Set.Icc (-1 / 2) (3 / 2) ∧
      grandPotential H μ P = negEigSum (shift_isHermitian hH μ) := by
  obtain ⟨U, h1, -, h3⟩ := spectral_form (shift_isHermitian hH μ)
  -- occupy exactly the levels below the chemical potential
  obtain ⟨θ, hθ⟩ : ∃ θ : n → ℝ,
      θ = fun i => if (shift_isHermitian hH μ).eigenvalues i < 0 then 1 else 0 := ⟨_, rfl⟩
  have hDD : diagonal θ * diagonal θ = diagonal θ := by
    rw [diagonal_mul_diagonal]
    congr 1
    funext i
    by_cases h : (shift_isHermitian hH μ).eigenvalues i < 0 <;> simp [hθ, h]
  have hPP : U * diagonal θ * Uᵀ * (U * diagonal θ * Uᵀ) = U * diagonal θ * Uᵀ := by
    calc _ = U * diagonal θ * (Uᵀ * U) * diagonal θ * Uᵀ := by simp only [mul_assoc]
      _ = _ := by rw [h1, mul_one, mul_assoc U, hDD]
  have hc : Uᵀ * (U * diagonal θ * Uᵀ) * U = diagonal θ := by
    calc _ = (Uᵀ * U) * diagonal θ * (Uᵀ * U) := by simp only [mul_assoc]
      _ = _ := by rw [h1, mul_one, one_mul]
  -- idempotent matrices are fixed points of the purification
  have hm : ∀ P : Matrix n n ℝ, P * P = P → mcWeeny P = P := by
    intro P hP
    rw [mcWeeny, pow_three, pow_two, hP, hP]
    module
  refine ⟨U * diagonal θ * Uᵀ, ?_, hPP, ?_, ?_⟩
  · unfold Matrix.IsHermitian
    rw [conjTranspose_eq_transpose_of_trivial]
    simp [transpose_mul, mul_assoc]
  · intro x hx
    have hi : IsIdempotentElem (U * diagonal θ * Uᵀ) := hPP
    rcases hi.spectrum_subset ℝ hx with h | h
    · rw [h]
      constructor <;> norm_num
    · rw [Set.mem_singleton_iff.mp h]
      constructor <;> norm_num
  · rw [grandPotential, hm _ hPP, trace_eigenbasis h3, hc, negEigSum, Finset.sum_filter]
    refine Finset.sum_congr rfl fun i _ => ?_
    by_cases h : (shift_isHermitian hH μ).eigenvalues i < 0 <;> simp [hθ, h]
```

## (i) Failure just outside either end of the window

> For one level with $P=(p)$, show that $\Omega<0$ if $p>\tfrac32$ and $H=(\mu+1)$, and that $\Omega<-1$ if $p<-\tfrac12$ and $H=(\mu-1)$.

For $1\times1$ matrices with $H=(h)$ the functional is $\Omega=(3p^2-2p^3)(h-\mu)$. With $h-\mu=1$,
$$\Omega=-p^2(2p-3),$$
and $p>\tfrac32$ makes both $p^2$ and $2p-3$ positive, so $\Omega<0$. With $h-\mu=-1$, the scalar form of the second factorisation in (d) gives
$$\Omega=-1+(1-3p^2+2p^3)=-1-(1-p)^2(-1-2p),$$
and $p<-\tfrac12$ makes both $(1-p)^2$ and $-1-2p$ positive, so $\Omega<-1$.

The only eigenvalue of $H-\mu$ is $+1$ in the first case and $-1$ in the second, so the floors are $0$ and $-1$, and for every $p$ beyond either end the bound of (g) fails for the stated $H$. The theorem contains the numbers $0$ and $-1$ directly; their identification with `negEigSum`, like the unboundedness described at the start, rests on inspection and is not among the checked statements.

The notation `!![p]` is the $1\times1$ matrix with entry $p$. The step `key` is the scalar formula for $\Omega$, each `h` is the positivity of the product above, and `nlinarith` matches it to the goal.

```lean
/-- For a single level with `P = p`: if `p > 3/2` and `H = μ + 1` the functional is below `0`,
and if `p < -1/2` and `H = μ - 1` it is below `-1`. -/
theorem window_sharp (μ p : ℝ) :
    (3 / 2 < p → grandPotential !![μ + 1] μ !![p] < 0) ∧
    (p < -1 / 2 → grandPotential !![μ - 1] μ !![p] < -1) := by
  have key : ∀ h : ℝ, grandPotential !![h] μ !![p] = (3 * p ^ 2 - 2 * p ^ 3) * (h - μ) := by
    intro h
    simp only [grandPotential, mcWeeny, pow_two, pow_three, trace, diag_apply, Fin.sum_univ_one,
      Matrix.mul_apply, Matrix.sub_apply, Matrix.smul_apply, one_apply_eq, of_apply,
      cons_val_zero, smul_eq_mul]
    ring
  constructor
  · intro hp
    have h : 0 < p ^ 2 * (2 * p - 3) := mul_pos (pow_pos (by linarith) 2) (by linarith)
    rw [key]
    nlinarith
  · intro hp
    have h : 0 < (1 - p) ^ 2 * (-1 - 2 * p) := mul_pos (pow_pos (by linarith) 2) (by linarith)
    rw [key]
    nlinarith

end

end DensityMatrixFunctional
```

```lean
#print axioms DensityMatrixFunctional.grandPotential_lower_bound
#print axioms DensityMatrixFunctional.grandPotential_bound_attained
#print axioms DensityMatrixFunctional.window_sharp
```

```
'DensityMatrixFunctional.grandPotential_lower_bound' depends on axioms: [propext, Classical.choice, Quot.sound]
'DensityMatrixFunctional.grandPotential_bound_attained' depends on axioms: [propext, Classical.choice, Quot.sound]
'DensityMatrixFunctional.window_sharp' depends on axioms: [propext, Classical.choice, Quot.sound]
```
